# A common preconditioner gives a rotation-independent search space; separate band preconditioners need not

Start a block eigensolver twice from the same subspace, using two different orthonormal bases for it. The physical input is identical, yet if each band has its own preconditioner, the two runs can search in different directions from the first step on. Convergence may then depend on an arbitrary choice of basis.

The theorems below show that a single preconditioner shared by all bands avoids this, and they say exactly when two separate ones fail in a simple two-band case. For block eigensolvers in electronic structure this concerns one step with a fixed, finite, real Hamiltonian matrix, and preconditioners that stay the same when the bands are rotated.

## Residuals and search spaces

```lean
import Mathlib

open Matrix

namespace BlockPreconditionedGradient

noncomputable section

variable {n m : Type*} [Fintype n] [Fintype m]
```

The index set `n` labels basis functions, taken to be orthonormal, and `m` labels bands. Both are finite.

```lean
/-- The block residual `R(X) = H X - X (Xᵀ H X)` of the bands stored as columns of `X`. -/
def residual (H : Matrix n n ℝ) (X : Matrix n m ℝ) : Matrix n m ℝ :=
  H * X - X * (Xᵀ * H * X)
```

The Hamiltonian is a real square matrix \(H\), and the columns \(x_j\) of \(X\) are the bands. The definition reads

\[
R(X) = HX - X(X^T H X).
\]

When the bands are orthonormal, this removes from each \(Hx_j\) its component inside the span of the bands. Neither orthonormality nor symmetry of \(H\) is built into the definition; a theorem that needs such a property lists it as a hypothesis.

```lean
/-- The residual vector of band `j`, which is column `j` of the block residual. -/
def bandResidual (H : Matrix n n ℝ) (X : Matrix n m ℝ) (j : m) : n → ℝ :=
  fun i => residual H X i j
```

Column \(j\) of \(R(X)\) is the residual of band \(j\), written \(r_j\) from here on:

\[
r_j = Hx_j - \sum_k x_k\,(X^T H X)_{kj}.
\]

It subtracts contributions from all bands, not only from \(x_j\) itself.

```lean
/-- The space spanned by the preconditioned residuals, where band `j` has its own
preconditioner `T j`. -/
def searchSpace (T : m → Matrix n n ℝ) (H : Matrix n n ℝ) (X : Matrix n m ℝ) :
    Submodule ℝ (n → ℝ) :=
  Submodule.span ℝ (Set.range fun j => T j *ᵥ bandResidual H X j)
```

Here `T j` is the preconditioner \(T_j\) of band \(j\), and `*ᵥ` multiplies a matrix by a vector. The search space is

\[
S_T(X) = \mathrm{span}\{T_j r_j : j \in m\}.
\]

It contains only the preconditioned residuals. Many block methods also add the current bands or earlier search directions. The preconditioner belongs to the label \(j\), so it does not adapt when the band carrying that label changes. A preconditioner computed from the band itself, for instance from its kinetic energy, would adapt. The bands are also used as given. Many solvers first rotate them so that \(X^T H X\) becomes diagonal; for symmetric \(H\) and orthonormal bands, if the diagonal entries are then distinct and sorted, this fixes each band up to its sign and removes the dependence on the starting basis.

```lean
/-- The rotation of two bands into each other by the angle `θ`. -/
def rotation (θ : ℝ) : Matrix (Fin 2) (Fin 2) ℝ :=
  !![Real.cos θ, -Real.sin θ; Real.sin θ, Real.cos θ]
```

Lean counts from zero, so two bands are \(x_0\) and \(x_1\). Multiplying \(X\) from the right by this matrix gives

\[
x_0' = \cos\theta\,x_0 + \sin\theta\,x_1,\qquad
x_1' = -\sin\theta\,x_0 + \cos\theta\,x_1 .
\]

## What a vanishing residual means

```lean
/-- For orthonormal bands the block residual vanishes exactly when `H` maps the bands to
linear combinations of themselves. -/
theorem residual_eq_zero_iff [DecidableEq m] (H : Matrix n n ℝ) (X : Matrix n m ℝ)
    (hX : Xᵀ * X = 1) :
    residual H X = 0 ↔ ∃ L : Matrix m m ℝ, H * X = X * L := by
  constructor
  · intro h
    exact ⟨_, sub_eq_zero.1 h⟩
  · rintro ⟨L, h⟩
    rw [residual, Matrix.mul_assoc Xᵀ H X, h, ← Matrix.mul_assoc Xᵀ X, hX,
      Matrix.one_mul, sub_self]
```

A Lean theorem lists its hypotheses before the colon that introduces the claim; the proof follows `:=`. Here `hX` says \(X^T X = 1\), and the claim is that \(R(X)=0\) exactly when \(HX = XL\) for some matrix \(L\), that is, when the bands span an invariant subspace of \(H\).

If \(R(X)=0\), then \(HX = X(X^T H X)\), so \(L = X^T H X\) works. Conversely, if \(HX = XL\), then \(X^T H X = X^T X L = L\), and \(R(X) = XL - XL = 0\). The two bullets of the proof are these two directions, and `rw` performs the substitutions in the second.

## The residual rotates with the bands

```lean
/-- An orthogonal rotation of the bands rotates the block residual in the same way:
`R(XU) = R(X) U`. -/
theorem residual_rotate [DecidableEq m] (H : Matrix n n ℝ) (X : Matrix n m ℝ)
    {U : Matrix m m ℝ} (hU : U * Uᵀ = 1) :
    residual H (X * U) = residual H X * U := by
  unfold residual
  -- the factor `U Uᵀ` appears between `X` and the projected Hamiltonian
  have h : X * U * ((X * U)ᵀ * H * (X * U)) = X * (U * Uᵀ) * (Xᵀ * H * X) * U := by
    simp only [Matrix.transpose_mul, Matrix.mul_assoc]
  rw [h, hU, Matrix.mul_one, Matrix.sub_mul, Matrix.mul_assoc H X U]
```

For an orthogonal matrix \(U\), insert \(XU\) into the definition:

\[
\begin{aligned}
R(XU) &= HXU - XU\,(U^T X^T H X U)\\
&= HXU - X(UU^T)(X^T H X)U\\
&= \bigl(HX - X X^T H X\bigr)U = R(X)U .
\end{aligned}
\]

The auxiliary statement `h` is the regrouping that exposes \(UU^T\). The hypothesis `hU` then replaces that factor by the identity.

```lean
/-- After an orthogonal rotation `U`, the residual of band `j` is the combination of the old
band residuals with the coefficients in column `j` of `U`. -/
theorem bandResidual_rotate [DecidableEq m] (H : Matrix n n ℝ) (X : Matrix n m ℝ)
    {U : Matrix m m ℝ} (hU : U * Uᵀ = 1) (j : m) :
    bandResidual H (X * U) j = ∑ k, U k j • bandResidual H X k := by
  ext i
  simp only [bandResidual, residual_rotate H X hU, Matrix.mul_apply, Finset.sum_apply,
    Pi.smul_apply, smul_eq_mul]
  exact Finset.sum_congr rfl fun k _ => mul_comm _ _
```

Read column by column, the same identity says

\[
r_j' = \sum_k U_{kj}\, r_k ,
\]

where the prime marks the residuals of \(XU\). In Lean, `•` multiplies a vector by a number. The proof compares component \(i\) of both sides, using `residual_rotate` and the commutativity of multiplication.

```lean
/-- With one preconditioner common to all bands, the search space is unchanged by every
orthogonal rotation of the bands. -/
theorem searchSpace_common_rotate [DecidableEq m] (T H : Matrix n n ℝ) (X : Matrix n m ℝ)
    {U : Matrix m m ℝ} (hU : U * Uᵀ = 1) :
    searchSpace (fun _ => T) H (X * U) = searchSpace (fun _ => T) H X := by
  -- a rotation never enlarges the space
  have key : ∀ (Y : Matrix n m ℝ) (V : Matrix m m ℝ), V * Vᵀ = 1 →
      searchSpace (fun _ => T) H (Y * V) ≤ searchSpace (fun _ => T) H Y := by
    intro Y V hV
    refine Submodule.span_le.2 ?_
    rintro _ ⟨j, rfl⟩
    have h : T *ᵥ bandResidual H (Y * V) j = ∑ k, V k j • (T *ᵥ bandResidual H Y k) := by
      rw [bandResidual_rotate H Y hV]
      simp only [← Matrix.mulVecLin_apply, map_sum, map_smul]
    change T *ᵥ bandResidual H (Y * V) j ∈ searchSpace (fun _ => T) H Y
    rw [h]
    exact Submodule.sum_mem _ fun k _ =>
      Submodule.smul_mem _ _ (Submodule.subset_span ⟨k, rfl⟩)
  refine le_antisymm (key X U hU) ?_
  -- rotating back gives the other inclusion
  have h := key (X * U) Uᵀ (by rw [Matrix.transpose_transpose]; exact mul_eq_one_comm.1 hU)
  rwa [Matrix.mul_assoc, hU, Matrix.mul_one] at h
```

The expression `fun _ => T` assigns the same matrix \(T\) to every band. By linearity,

\[
T r_j' = \sum_k U_{kj}\, T r_k ,
\]

so every new search direction lies in the old search space. This is the inclusion called `key`, stated for arbitrary \(Y\) and orthogonal \(V\) so that it can be applied twice. The second application rotates back with \(U^T\): since \(XUU^T = X\), the old space lies in the new one. Two inclusions give equality.

With band-dependent preconditioners this argument stops at its first line, because \(T_j r_j'\) contains products \(T_j r_k\) with \(k \ne j\), which need not lie in the old space.

## Two bands, one of them with zero residual

```lean
/-- The rotation of two bands is orthogonal. -/
theorem rotation_orthogonal (θ : ℝ) : rotation θ * (rotation θ)ᵀ = 1 := by
  ext i j
  fin_cases i <;> fin_cases j <;>
    simp [rotation, Matrix.mul_apply, Fin.sum_univ_two] <;>
    nlinarith [Real.sin_sq_add_cos_sq θ]
```

The diagonal entries of the product are \(\cos^2\theta + \sin^2\theta = 1\), and the off-diagonal entries cancel. Lean checks the four entries one by one. The previous theorems therefore apply to `rotation θ`.

```lean
/-- If the second of two bands has zero residual, the search space is spanned by the
preconditioned residual of the first band. -/
theorem searchSpace_two_bands (T : Fin 2 → Matrix n n ℝ) (H : Matrix n n ℝ)
    (X : Matrix n (Fin 2) ℝ) (hr : bandResidual H X 1 = 0) :
    searchSpace T H X = Submodule.span ℝ {T 0 *ᵥ bandResidual H X 0} := by
  apply le_antisymm
  · refine Submodule.span_le.2 ?_
    rintro _ ⟨j, rfl⟩
    fin_cases j
    · exact Submodule.subset_span (Set.mem_singleton _)
    · change T 1 *ᵥ bandResidual H X 1 ∈ Submodule.span ℝ {T 0 *ᵥ bandResidual H X 0}
      rw [hr, Matrix.mulVec_zero]
      exact Submodule.zero_mem _
  · exact Submodule.span_le.2 (Set.singleton_subset_iff.2 (Submodule.subset_span ⟨0, rfl⟩))
```

The hypothesis `hr` says \(r_1 = 0\). This happens, for example, when \(x_1\) is a normalised eigenvector of \(H\) orthogonal to \(x_0\), so that band 1 has already converged. Since \(T_1 r_1 = 0\), only one direction remains:

\[
S_T(X) = \mathrm{span}\{T_0 r_0\}.
\]

The proof shows the two inclusions, checking the generators for \(j=0\) and \(j=1\) separately.

```lean
/-- If the second of two bands has zero residual, a rotation by an angle with nonzero sine and
cosine gives the search space spanned by both preconditioners applied to the first residual. -/
theorem searchSpace_two_bands_rotate (T : Fin 2 → Matrix n n ℝ) (H : Matrix n n ℝ)
    (X : Matrix n (Fin 2) ℝ) (hr : bandResidual H X 1 = 0) {θ : ℝ}
    (hc : Real.cos θ ≠ 0) (hs : Real.sin θ ≠ 0) :
    searchSpace T H (X * rotation θ) =
      Submodule.span ℝ {T 0 *ᵥ bandResidual H X 0, T 1 *ᵥ bandResidual H X 0} := by
  -- both rotated bands carry a multiple of the same residual
  have h (j : Fin 2) : T j *ᵥ bandResidual H (X * rotation θ) j =
      rotation θ 0 j • (T j *ᵥ bandResidual H X 0) := by
    rw [bandResidual_rotate H X (rotation_orthogonal θ), Fin.sum_univ_two, hr, smul_zero,
      add_zero, Matrix.mulVec_smul]
  have h0 : rotation θ 0 0 ≠ 0 := by simpa [rotation] using hc
  have h1 : rotation θ 0 1 ≠ 0 := by simpa [rotation] using hs
  apply le_antisymm
  · refine Submodule.span_le.2 ?_
    rintro _ ⟨j, rfl⟩
    simp only [h]
    refine Submodule.smul_mem _ _ (Submodule.subset_span ?_)
    fin_cases j <;> simp
  · refine Submodule.span_le.2 ?_
    rintro v (rfl | rfl)
    · exact (Submodule.smul_mem_iff _ h0).1 (Submodule.subset_span ⟨0, h 0⟩)
    · exact (Submodule.smul_mem_iff _ h1).1 (Submodule.subset_span ⟨1, h 1⟩)
```

Now rotate. With \(r_1 = 0\), the column formula gives

\[
r_0' = \cos\theta\, r_0,\qquad r_1' = -\sin\theta\, r_0 .
\]

Both bands now carry a multiple of the same residual, and each passes it to its own preconditioner. The generators are \(\cos\theta\,T_0 r_0\) and \(-\sin\theta\,T_1 r_0\). If neither factor is zero, both can be divided out:

\[
S_T(XU) = \mathrm{span}\{T_0 r_0,\; T_1 r_0\}.
\]

In the proof, `h` computes the generators, `h0` and `h1` say that the factors are nonzero, and `Submodule.smul_mem_iff` does the division. The hypotheses `hc` and `hs` exclude the multiples of 90 degrees, where one of the two generators vanishes.

```lean
/-- If the second of two bands has zero residual, a rotation with nonzero sine and cosine keeps
the search space exactly when the second preconditioner sends the first residual into the line
spanned by its image under the first preconditioner. -/
theorem searchSpace_unchanged_iff (T : Fin 2 → Matrix n n ℝ) (H : Matrix n n ℝ)
    (X : Matrix n (Fin 2) ℝ) (hr : bandResidual H X 1 = 0) {θ : ℝ}
    (hc : Real.cos θ ≠ 0) (hs : Real.sin θ ≠ 0) :
    searchSpace T H (X * rotation θ) = searchSpace T H X ↔
      T 1 *ᵥ bandResidual H X 0 ∈ Submodule.span ℝ {T 0 *ᵥ bandResidual H X 0} := by
  rw [searchSpace_two_bands_rotate T H X hr hc hs, searchSpace_two_bands T H X hr]
  constructor
  · intro h
    rw [← h]
    exact Submodule.subset_span (by simp)
  · intro h
    refine le_antisymm (Submodule.span_le.2 ?_) (Submodule.span_mono (by simp))
    rintro v (rfl | rfl)
    · exact Submodule.subset_span (Set.mem_singleton _)
    · exact h
```

Comparing the two spans gives the criterion

\[
S_T(XU) = S_T(X)\iff T_1 r_0 \in \mathrm{span}\{T_0 r_0\}.
\]

If the spaces agree, then \(T_1 r_0\), which lies in the rotated one, lies in the old one. If \(T_1 r_0\) is already on the line, adding it as a generator changes nothing. These are the two bullets after `constructor`.

Different preconditioners thus do not always change the space: proportional ones with \(T_1 = cT_0\) leave it as it was. When the criterion fails, however, every rotation by an angle that is not a multiple of 90 degrees adds the direction \(T_1 r_0\), no matter how small the angle is.

## Four levels and a 45-degree rotation

```lean
/-- A four-level Hamiltonian that couples the first level to the third and fourth. -/
def exampleH : Matrix (Fin 4) (Fin 4) ℝ :=
  !![0, 0, 1, 1; 0, 0, 0, 0; 1, 0, 0, 0; 1, 0, 0, 0]
```

With \(e_0,\dots,e_3\) for the basis vectors, this symmetric matrix gives \(He_0 = e_2 + e_3\) and \(He_1 = 0\).

```lean
/-- Two bands placed on the first two levels. -/
def exampleX : Matrix (Fin 4) (Fin 2) ℝ := !![1, 0; 0, 1; 0, 0; 0, 0]
```

The bands are \(x_0 = e_0\) and \(x_1 = e_1\), which are orthonormal.

```lean
/-- Two diagonal band preconditioners that differ on the fourth level. -/
def exampleT (j : Fin 2) : Matrix (Fin 4) (Fin 4) ℝ :=
  Matrix.diagonal (![![1, 1, 1, 1], ![1, 1, 1, 2]] j)
```

The preconditioners are \(T_0 = 1\) and \(T_1 = \mathrm{diag}(1,1,1,2)\).

```lean
/-- In the four-level example, with symmetric Hamiltonian, orthonormal bands, positive definite
preconditioners and zero second residual, a 45-degree rotation changes the search space. -/
theorem searchSpace_changes_witness :
    exampleHᵀ = exampleH ∧ exampleXᵀ * exampleX = 1 ∧ (∀ j, (exampleT j).PosDef) ∧
      bandResidual exampleH exampleX 1 = 0 ∧
      searchSpace exampleT exampleH (exampleX * rotation (Real.pi / 4)) ≠
        searchSpace exampleT exampleH exampleX := by
  -- the Hamiltonian projected on the two bands vanishes, so the residual is `H X`
  have hP : exampleXᵀ * exampleH * exampleX = 0 := by
    ext i j
    simp only [Matrix.mul_apply, Matrix.transpose_apply, Fin.sum_univ_four]
    fin_cases i <;> fin_cases j <;> simp [exampleH, exampleX]
  have hR : residual exampleH exampleX = exampleH * exampleX := by
    rw [residual, hP, Matrix.mul_zero, sub_zero]
  have hr : bandResidual exampleH exampleX 1 = 0 := by
    ext i
    simp only [bandResidual, hR, Matrix.mul_apply, Fin.sum_univ_four]
    fin_cases i <;> simp [exampleH, exampleX]
  have h0 : bandResidual exampleH exampleX 0 = ![0, 0, 1, 1] := by
    ext i
    simp only [bandResidual, hR, Matrix.mul_apply, Fin.sum_univ_four]
    fin_cases i <;> simp [exampleH, exampleX]
  refine ⟨?_, ?_, ?_, hr, ?_⟩
  · ext i j
    fin_cases i <;> fin_cases j <;> simp [exampleH]
  · ext i j
    fin_cases i <;> fin_cases j <;>
      simp [exampleX, Matrix.mul_apply, Fin.sum_univ_succ]
  · intro j
    refine Matrix.PosDef.diagonal ?_
    intro i
    fin_cases j <;> fin_cases i <;> simp
  · have hc : Real.cos (Real.pi / 4) ≠ 0 := by
      rw [Real.cos_pi_div_four]; positivity
    have hs : Real.sin (Real.pi / 4) ≠ 0 := by
      rw [Real.sin_pi_div_four]; positivity
    rw [Ne, searchSpace_unchanged_iff exampleT exampleH exampleX hr hc hs, h0,
      Submodule.mem_span_singleton]
    -- the third level would need the factor 1, the fourth the factor 2
    rintro ⟨a, ha⟩
    have h2 := congrFun ha 2
    have h3 := congrFun ha 3
    simp [exampleT, Matrix.mulVec_diagonal] at h2 h3
    linarith

end

end BlockPreconditionedGradient
```

The symbol `∧` means "and". The theorem collects five facts: \(H\) is symmetric, the bands are orthonormal, both preconditioners are positive definite, \(r_1 = 0\), and the rotation by \(\pi/4\) changes the search space.

By hand, \(X^T H X = 0\), so \(R(X) = HX\), with columns \(r_0 = (0,0,1,1)\) and \(r_1 = 0\). Hence

\[
T_0 r_0 = (0,0,1,1),\qquad T_1 r_0 = (0,0,1,2).
\]

If \(T_1 r_0 = a\,T_0 r_0\), component 2 requires \(a = 1\) and component 3 requires \(a = 2\), a contradiction. At 45 degrees sine and cosine both equal \(1/\sqrt2\), so the criterion applies: the search space grows from a line to a plane.

The proof has the same order. `hP` and `hR` simplify the residual, `hr` and `h0` give its columns, and the last bullet derives the contradiction from `h2` and `h3`.

## Bands that are not orthonormal

The cancellation of \(UU^T\) has a close relative, given here as a derivation by hand only. Suppose that \(X\) has linearly independent columns, and define

\[
\tilde R(X) = HX - X(X^T X)^{-1}X^T H X .
\]

For any invertible \(G\),

\[
XG\,(G^T X^T X G)^{-1} G^T X^T H X G = X(X^T X)^{-1}X^T H X\,G ,
\]

so \(\tilde R(XG) = \tilde R(X)G\). With a common preconditioner, the span of the preconditioned columns of \(\tilde R\) then depends only on the subspace spanned by the bands, whatever basis represents it.

```lean
#print axioms BlockPreconditionedGradient.residual_eq_zero_iff
#print axioms BlockPreconditionedGradient.searchSpace_common_rotate
#print axioms BlockPreconditionedGradient.searchSpace_unchanged_iff
```

```
'BlockPreconditionedGradient.residual_eq_zero_iff' depends on axioms: [propext, Classical.choice, Quot.sound]
'BlockPreconditionedGradient.searchSpace_common_rotate' depends on axioms: [propext, Classical.choice, Quot.sound]
'BlockPreconditionedGradient.searchSpace_unchanged_iff' depends on axioms: [propext, Classical.choice, Quot.sound]
```
